# A finite real symmetric Hamiltonian with permutation symmetry and no positive off-diagonal entries has a bosonic ground state

## May I leave out the permutation moves?

To get the ground-state energy of a few identical bosons on a lattice, I run a path-integral simulation with labelled particles, leave out the permutation moves, and take the low-temperature limit of the energy. That limit is the lowest eigenvalue over all wavefunctions, symmetric or not. Why should it belong to a symmetric one, especially if the ground level is degenerate?

## The energy is bosonic if hopping never has a positive sign

For a finite lattice model your energy is right if the Hamiltonian has no positive off-diagonal entries in the configuration basis. Hopping with amplitude $-J$, $J\ge 0$, and a diagonal interaction satisfy this. The condition is also sufficient for nonnegative path weights.

Let $X$ be the finite nonempty set of labelled configurations and $G$ a finite group permuting them. Let $H$ be real symmetric, with $H_{xy}\le 0$ for $x\ne y$ and $H_{gx,gy}=H_{xy}$ for all $g\in G$.

**A minimiser is an eigenvector.** The form $\psi\cdot H\psi$ is continuous, so it has a minimum $E$ on the compact unit sphere. Rescaling gives $\varphi\cdot H\varphi\ge E\,\varphi\cdot\varphi$ for every $\varphi$. Suppose $\psi$ attains equality, and put $r=H\psi-E\psi$. For every real $t$, symmetry of $H$ gives

$$0\le(\psi+tr)\cdot(H-E)(\psi+tr)=2t\,r\cdot r+t^2\,r\cdot(H-E)r .$$

For small $t$ of either sign this forces $r\cdot r=0$, so $H\psi=E\psi$. If $H\chi=E'\chi$ with $\chi\neq0$, the bound gives $E'\ge E$, so $E$ is the lowest eigenvalue.

**The absolute value is also a ground state.** Take a ground state $\psi$. Passing to $|\psi|$ keeps the norm and the diagonal terms. Off the diagonal, $H_{xy}|\psi_x||\psi_y|\le H_{xy}\psi_x\psi_y$. The energy does not rise, so $|\psi|$ attains the bound and is an eigenvector.

**Summing over permutations keeps it.** Let $\Phi(x)=\sum_{g}|\psi(gx)|$. Replacing $g$ by $gh^{-1}$ in the sum shows $\Phi(hx)=\Phi(x)$. By invariance, with $z=gy$,

$$\sum_y H_{xy}|\psi(gy)|=\sum_z H_{gx,z}|\psi(z)|=E|\psi(gx)| .$$

Summing over $g$ gives $H\Phi=E\Phi$. The term $g=1$ gives $\Phi(x)\ge|\psi(x)|$, so $\Phi\ne0$.

**A positive coupling can break this.** Take two configurations exchanged by a swap, with zero diagonal and coupling $+1$. The ground state is $(1,-1)/\sqrt2$ at energy $-1$, while the symmetric state lies at $+1$. Symmetry and invariance of $H$ alone are therefore not enough.

In the Lean code, `IsGroundEnergy H E` says that `E` is the least eigenvalue, and `hoff` is the sign condition. `IsBosonic G ψ` means invariance under whatever group `G` is supplied; it has its usual meaning when `G` is the full permutation group of the particle labels. Eigenstates are real and nonzero but not normalised, and `symmetrize` is a sum without the factor $1/|G|$.

`bosonic_ground_state` gives a nonnegative bosonic eigenstate at the lowest eigenvalue. `bosonic_energy_iff` is the statement you need: the lowest bosonic energy and the lowest energy overall are the same number.

```lean
import Mathlib

open Matrix

namespace BosonicGroundState

variable {X : Type*} [Fintype X]

/-- The energy form `ψ · H ψ` of a real wavefunction `ψ` on the configurations `X`. -/
def energy (H : Matrix X X ℝ) (ψ : X → ℝ) : ℝ := ψ ⬝ᵥ H *ᵥ ψ

/-- `ψ` is a nonzero solution of the stationary Schrödinger equation `H ψ = E ψ`. -/
def IsEigenstate (H : Matrix X X ℝ) (E : ℝ) (ψ : X → ℝ) : Prop :=
  ψ ≠ 0 ∧ H *ᵥ ψ = E • ψ

/-- `E` is the lowest eigenvalue of `H`. -/
def IsGroundEnergy (H : Matrix X X ℝ) (E : ℝ) : Prop :=
  IsLeast {E' | ∃ ψ, IsEigenstate H E' ψ} E

/-- The Hamiltonian is unchanged when both configurations are permuted by the same
element of `G`. -/
def IsInvariant (G : Type*) {X : Type*} [Group G] [MulAction G X]
    (H : Matrix X X ℝ) : Prop :=
  ∀ (g : G) (x y : X), H (g • x) (g • y) = H x y

/-- A wavefunction is bosonic if every permutation in `G` leaves it unchanged. -/
def IsBosonic (G : Type*) {X : Type*} [Group G] [MulAction G X] (ψ : X → ℝ) : Prop :=
  ∀ (g : G) (x : X), ψ (g • x) = ψ x

/-- The sum of a wavefunction over all permutations in the finite group `G`. -/
def symmetrize (G : Type*) {X : Type*} [Group G] [Fintype G] [MulAction G X]
    (ψ : X → ℝ) : X → ℝ :=
  fun x => ∑ g : G, ψ (g • x)

/-- For symmetric `H`, if `E` bounds the energy of all states from below, relative to their
squared norm, then a state that attains the bound satisfies `H ψ = E ψ`. -/
theorem eigen_of_minimal {H : Matrix X X ℝ} (hH : H.IsSymm) {E : ℝ} {ψ : X → ℝ}
    (hmin : ∀ φ, E * (φ ⬝ᵥ φ) ≤ energy H φ) (heq : energy H ψ = E * (ψ ⬝ᵥ ψ)) :
    H *ᵥ ψ = E • ψ := by
  -- vary the state along the residual `r`
  obtain ⟨r, hr⟩ : ∃ r, r = H *ᵥ ψ - E • ψ := ⟨_, rfl⟩
  have hrr : r ⬝ᵥ r = r ⬝ᵥ H *ᵥ ψ - E * (r ⬝ᵥ ψ) := by
    calc r ⬝ᵥ r = r ⬝ᵥ (H *ᵥ ψ - E • ψ) := by rw [← hr]
      _ = _ := by rw [dotProduct_sub, dotProduct_smul, smul_eq_mul]
  have hs : ψ ⬝ᵥ H *ᵥ r = r ⬝ᵥ H *ᵥ ψ := by
    rw [Matrix.dotProduct_mulVec, ← Matrix.mulVec_transpose, hH.eq, dotProduct_comm]
  have hc : ψ ⬝ᵥ r = r ⬝ᵥ ψ := dotProduct_comm _ _
  have hquad : ∀ t : ℝ, 0 ≤ (energy H r - E * (r ⬝ᵥ r)) * (t * t)
      + (2 * (r ⬝ᵥ r)) * t + 0 := by
    intro t
    have h := sub_nonneg.mpr (hmin (ψ + t • r))
    refine h.trans_eq ?_
    simp only [energy] at heq
    simp only [energy, Matrix.mulVec_add, Matrix.mulVec_smul, dotProduct_add,
      add_dotProduct, smul_dotProduct, dotProduct_smul, smul_eq_mul]
    linear_combination (-2 * t) * hrr + t * hs - E * t * hc + heq
  -- a nonnegative parabola through the origin has no linear term
  have hd := discrim_le_zero hquad
  have hz : r ⬝ᵥ r = 0 := by
    unfold discrim at hd
    nlinarith [sq_nonneg (r ⬝ᵥ r)]
  have hr0 : r = 0 := dotProduct_self_eq_zero.mp hz
  exact sub_eq_zero.mp (hr.symm.trans hr0)

/-- Variational principle: a real symmetric `H` on a finite nonempty set has a lowest
eigenvalue, and it bounds the energy of every state relative to its squared norm. -/
theorem exists_groundEnergy [Nonempty X] {H : Matrix X X ℝ} (hH : H.IsSymm) :
    ∃ E, IsGroundEnergy H E ∧ ∀ φ, E * (φ ⬝ᵥ φ) ≤ energy H φ := by
  classical
  have hpos : ∀ φ : X → ℝ, φ ≠ 0 → 0 < φ ⬝ᵥ φ := fun φ h =>
    lt_of_le_of_ne (Finset.sum_nonneg fun x _ => mul_self_nonneg (φ x))
      (fun h0 => h (dotProduct_self_eq_zero.mp h0.symm))
  have hcn : Continuous fun φ : X → ℝ => φ ⬝ᵥ φ := by
    show Continuous fun φ : X → ℝ => ∑ x, φ x * φ x
    fun_prop
  have hce : Continuous (energy H) := by
    show Continuous fun φ : X → ℝ => ∑ x, φ x * ∑ y, H x y * φ y
    fun_prop
  -- the unit sphere is compact, so the energy has a minimum on it
  have hcomp : IsCompact {φ : X → ℝ | φ ⬝ᵥ φ = 1} := by
    refine (isCompact_Icc (a := fun _ : X => (-1 : ℝ)) (b := fun _ => 1)).of_isClosed_subset
      (isClosed_eq hcn continuous_const) ?_
    intro φ hφ
    have hx : ∀ x, φ x * φ x ≤ 1 := fun x =>
      (Finset.single_le_sum (f := fun x => φ x * φ x)
        (fun y _ => mul_self_nonneg (φ y)) (Finset.mem_univ x)).trans_eq hφ
    exact ⟨fun x => by nlinarith [hx x], fun x => by nlinarith [hx x]⟩
  have hne : {φ : X → ℝ | φ ⬝ᵥ φ = 1}.Nonempty := by
    obtain ⟨x⟩ := ‹Nonempty X›
    refine ⟨Pi.single x 1, ?_⟩
    show (Pi.single x 1 : X → ℝ) ⬝ᵥ Pi.single x 1 = 1
    simp
  obtain ⟨ψ, hψ, hleast⟩ := hcomp.exists_isMinOn hne hce.continuousOn
  have hψ1 : ψ ⬝ᵥ ψ = 1 := hψ
  -- rescaling extends the bound to all states
  have hmin : ∀ φ, energy H ψ * (φ ⬝ᵥ φ) ≤ energy H φ := by
    intro φ
    by_cases h : φ = 0
    · simp [h, energy]
    have hs := hpos φ h
    obtain ⟨c, hc⟩ : ∃ c : ℝ, c * c * (φ ⬝ᵥ φ) = 1 :=
      ⟨(√(φ ⬝ᵥ φ))⁻¹, by
        rw [← mul_inv, Real.mul_self_sqrt hs.le, inv_mul_cancel₀ hs.ne']⟩
    have hmem : (c • φ) ⬝ᵥ (c • φ) = 1 := by
      rw [smul_dotProduct, dotProduct_smul, smul_eq_mul, smul_eq_mul, ← mul_assoc, hc]
    have h1 : energy H ψ ≤ energy H (c • φ) := hleast hmem
    have h2 : energy H (c • φ) = c * c * energy H φ := by
      simp only [energy, Matrix.mulVec_smul, smul_dotProduct, dotProduct_smul, smul_eq_mul]
      ring
    rw [h2] at h1
    calc energy H ψ * (φ ⬝ᵥ φ) ≤ c * c * energy H φ * (φ ⬝ᵥ φ) :=
          mul_le_mul_of_nonneg_right h1 hs.le
      _ = energy H φ := by linear_combination energy H φ * hc
  refine ⟨energy H ψ, ⟨⟨ψ, ?_, eigen_of_minimal hH hmin (by rw [hψ1, mul_one])⟩, ?_⟩, hmin⟩
  · rintro rfl
    simp at hψ1
  · rintro E' ⟨χ, hχ0, hχ⟩
    have h := hmin χ
    rw [energy.eq_def H χ, hχ, dotProduct_smul, smul_eq_mul] at h
    exact le_of_mul_le_mul_right h (hpos χ hχ0)

/-- If the off-diagonal entries of `H` are nonpositive, replacing a wavefunction by its
absolute value does not raise the energy. -/
theorem energy_abs_le {H : Matrix X X ℝ} (hoff : ∀ x y, x ≠ y → H x y ≤ 0) (ψ : X → ℝ) :
    energy H (fun x => |ψ x|) ≤ energy H ψ := by
  show ∑ x, |ψ x| * ∑ y, H x y * |ψ y| ≤ ∑ x, ψ x * ∑ y, H x y * ψ y
  simp only [Finset.mul_sum]
  refine Finset.sum_le_sum fun x _ => Finset.sum_le_sum fun y _ => ?_
  by_cases h : x = y
  · subst h
    exact le_of_eq (by linear_combination H x x * abs_mul_abs_self (ψ x))
  · have h1 : ψ x * ψ y ≤ |ψ x| * |ψ y| := by
      rw [← abs_mul]
      exact le_abs_self _
    nlinarith [mul_le_mul_of_nonpos_left h1 (hoff x y h)]

section Group

variable {G : Type*} [Group G] [Fintype G] [MulAction G X]

omit [Fintype X] in
/-- The sum of a wavefunction over all permutations in the group is bosonic. -/
theorem symmetrize_bosonic (ψ : X → ℝ) : IsBosonic G (symmetrize G ψ) := by
  intro h x
  show ∑ g : G, ψ (g • h • x) = ∑ g : G, ψ (g • x)
  simp only [smul_smul]
  exact Equiv.sum_comp (Equiv.mulRight h) (fun g : G => ψ (g • x))

/-- For an invariant Hamiltonian, symmetrization preserves the equation `H ψ = E ψ`. -/
theorem symmetrize_eigen {H : Matrix X X ℝ} (hinv : IsInvariant G H) {E : ℝ} {ψ : X → ℝ}
    (hψ : H *ᵥ ψ = E • ψ) : H *ᵥ symmetrize G ψ = E • symmetrize G ψ := by
  ext x
  have key : ∀ g : G, ∑ y, H x y * ψ (g • y) = E * ψ (g • x) := by
    intro g
    calc ∑ y, H x y * ψ (g • y) = ∑ y, H (g • x) (g • y) * ψ (g • y) :=
          Finset.sum_congr rfl fun y _ => by rw [hinv g x y]
      _ = ∑ y, H (g • x) y * ψ y :=
          Equiv.sum_comp (MulAction.toPerm g) (fun y => H (g • x) y * ψ y)
      _ = E * ψ (g • x) := congrFun hψ (g • x)
  show ∑ y, H x y * ∑ g : G, ψ (g • y) = E * ∑ g : G, ψ (g • x)
  simp only [Finset.mul_sum]
  rw [Finset.sum_comm]
  exact Finset.sum_congr rfl fun g _ => key g

/-- A real symmetric `H` on a finite nonempty set, with nonpositive off-diagonal entries and
invariant under a finite permutation group, has a lowest eigenvalue with a nonnegative
bosonic eigenstate. -/
theorem bosonic_ground_state [Nonempty X] {H : Matrix X X ℝ} (hH : H.IsSymm)
    (hoff : ∀ x y, x ≠ y → H x y ≤ 0) (hinv : IsInvariant G H) :
    ∃ E, IsGroundEnergy H E ∧
      ∃ ψ, IsEigenstate H E ψ ∧ (∀ x, 0 ≤ ψ x) ∧ IsBosonic G ψ := by
  obtain ⟨E, hE, hmin⟩ := exists_groundEnergy hH
  obtain ⟨ψ, hψ0, hψ⟩ := hE.1
  -- the absolute value of a ground state is a ground state
  have hnorm : (fun x => |ψ x|) ⬝ᵥ (fun x => |ψ x|) = ψ ⬝ᵥ ψ :=
    Finset.sum_congr rfl fun x _ => abs_mul_abs_self (ψ x)
  have hen : energy H ψ = E * (ψ ⬝ᵥ ψ) := by
    rw [energy, hψ, dotProduct_smul, smul_eq_mul]
  have habs : H *ᵥ (fun x => |ψ x|) = E • (fun x => |ψ x|) := by
    refine eigen_of_minimal hH hmin (le_antisymm ?_ (hmin _))
    rw [hnorm, ← hen]
    exact energy_abs_le hoff ψ
  refine ⟨E, hE, symmetrize G (fun x => |ψ x|), ⟨?_, symmetrize_eigen hinv habs⟩,
    fun x => Finset.sum_nonneg fun g _ => abs_nonneg _, symmetrize_bosonic _⟩
  -- nonnegative terms cannot cancel in the sum over permutations
  intro h0
  apply hψ0
  ext x
  have h1 : |ψ ((1 : G) • x)| ≤ ∑ g : G, |ψ (g • x)| :=
    Finset.single_le_sum (f := fun g : G => |ψ (g • x)|)
      (fun g _ => abs_nonneg _) (Finset.mem_univ 1)
  have h2 : ∑ g : G, |ψ (g • x)| = 0 := congrFun h0 x
  rw [h2, one_smul] at h1
  exact abs_nonpos_iff.mp h1

/-- For a real symmetric `H` on a finite nonempty set, with nonpositive off-diagonal entries and
invariant under a finite permutation group, a number is the lowest eigenvalue among bosonic states
exactly when it is the lowest eigenvalue among all states. -/
theorem bosonic_energy_iff [Nonempty X] {H : Matrix X X ℝ} (hH : H.IsSymm)
    (hoff : ∀ x y, x ≠ y → H x y ≤ 0) (hinv : IsInvariant G H) (E : ℝ) :
    IsLeast {E' | ∃ ψ, IsEigenstate H E' ψ ∧ IsBosonic G ψ} E ↔ IsGroundEnergy H E := by
  obtain ⟨E₀, hE₀, ψ, hψ, -, hb⟩ := bosonic_ground_state hH hoff hinv
  have hB : IsLeast {E' | ∃ ψ, IsEigenstate H E' ψ ∧ IsBosonic G ψ} E₀ :=
    ⟨⟨ψ, hψ, hb⟩, fun E' ⟨χ, hχ, _⟩ => hE₀.2 ⟨χ, hχ⟩⟩
  constructor
  · intro h
    rw [h.unique hB]
    exact hE₀
  · intro h
    rw [IsLeast.unique h hE₀]
    exact hB

end Group

/-- Two configurations with zero diagonal energy and positive coupling `1`. -/
def positivePair : Matrix (Fin 2) (Fin 2) ℝ :=
  Matrix.of fun i j => if i = j then 0 else 1

/-- The condition of nonpositive off-diagonal entries cannot be dropped from `bosonic_ground_state`:
the pair with positive coupling is symmetric and exchange invariant, its lowest eigenvalue is `-1`,
and no eigenstate there is bosonic. -/
theorem positivePair_not_bosonic :
    positivePair.IsSymm ∧ IsInvariant (Equiv.Perm (Fin 2)) positivePair ∧
      IsGroundEnergy positivePair (-1) ∧
      ∀ ψ, IsEigenstate positivePair (-1) ψ → ¬ IsBosonic (Equiv.Perm (Fin 2)) ψ := by
  -- the eigenvalue equation in components
  have comp : ∀ (E : ℝ) (ψ : Fin 2 → ℝ), positivePair *ᵥ ψ = E • ψ →
      ψ 1 = E * ψ 0 ∧ ψ 0 = E * ψ 1 := by
    intro E ψ h
    have h0 := congrFun h 0
    have h1 := congrFun h 1
    simp [positivePair, Matrix.mulVec, dotProduct, Fin.sum_univ_two] at h0 h1
    exact ⟨h0, h1⟩
  refine ⟨?_, ?_, ⟨⟨![1, -1], ?_, ?_⟩, ?_⟩, ?_⟩
  · ext i j
    simp [positivePair, eq_comm]
  · intro g x y
    simp [positivePair]
  · intro h
    have h0 := congrFun h 0
    simp at h0
  · ext i
    fin_cases i <;> simp [positivePair, Matrix.mulVec, dotProduct, Fin.sum_univ_two]
  · rintro E ⟨ψ, hψ0, hψ⟩
    obtain ⟨h0, h1⟩ := comp E ψ hψ
    by_contra hlt
    have hE : E < -1 := not_le.mp hlt
    have hprod : (E ^ 2 - 1) * ψ 0 = 0 := by linear_combination -h1 - E * h0
    have hne : E ^ 2 - 1 ≠ 0 := by nlinarith
    have hz : ψ 0 = 0 := (mul_eq_zero.mp hprod).resolve_left hne
    apply hψ0
    ext i
    fin_cases i
    · exact hz
    · show ψ 1 = 0
      rw [h0, hz, mul_zero]
  · rintro ψ ⟨hψ0, hψ⟩ hb
    obtain ⟨h0, -⟩ := comp (-1) ψ hψ
    have hs : ψ 1 = ψ 0 := by
      have h := hb (Equiv.swap 0 1) 0
      rwa [Equiv.Perm.smul_def, Equiv.swap_apply_left] at h
    apply hψ0
    ext i
    fin_cases i
    · show ψ 0 = 0
      linarith
    · show ψ 1 = 0
      linarith

end BosonicGroundState
```

```lean
#print axioms BosonicGroundState.bosonic_ground_state
#print axioms BosonicGroundState.bosonic_energy_iff
#print axioms BosonicGroundState.positivePair_not_bosonic
```

```
'BosonicGroundState.bosonic_ground_state' depends on axioms: [propext, Classical.choice, Quot.sound]
'BosonicGroundState.bosonic_energy_iff' depends on axioms: [propext, Classical.choice, Quot.sound]
'BosonicGroundState.positivePair_not_bosonic' depends on axioms: [propext, Classical.choice, Quot.sound]
```

`eigen_of_minimal` is the variation along $r$, with `discrim_le_zero` handling the parabola in $t$. `exists_groundEnergy` supplies the compactness and rescaling. `energy_abs_le` compares the double sums term by term, splitting on `x = y`.

`symmetrize_bosonic` and `symmetrize_eigen` reindex sums with `Equiv.sum_comp`, the first over the group and the second over configurations. `bosonic_ground_state` combines these results and uses the identity term to exclude a zero sum. `bosonic_energy_iff` then follows because a set has at most one least element.

For `positivePair`, the component equations $\psi_1=E\psi_0$ and $\psi_0=E\psi_1$ exclude eigenvalues below $-1$. At $-1$ they give $\psi_1=-\psi_0$, which together with exchange symmetry leaves only zero.

As for degeneracy, the level may also contain non-bosonic states: if the coupling in the two-configuration example is set to zero, $(1,-1)/\sqrt2$ and $(1,1)/\sqrt2$ are both ground states. Your energy is unaffected, but other averages taken without permutations may then differ from the bosonic ones. Carrying the result from a finite lattice to continuous space needs a separate limiting argument.
